# Time reversal or inversion cancels the intrinsic nonlinear Hall sum of nondegenerate bands on a finite symmetric k-set

Time reversal is represented here by its action on energies and velocity matrices, with an arbitrary phase allowed for each Bloch state. Write $Tk$ for the time-reversed partner of $k$, $\Theta$ for the antiunitary time-reversal operator, and $\overline z$ for complex conjugation. The state of band $n$ at $Tk$ is $u_n(k)\,\Theta|n,k\rangle$ with $|u_n(k)|=1$. Since velocity is odd under $\Theta$, its matrix elements $V^a_{nm}(k)$ in direction $a$ satisfy

$$V^a_{nm}(Tk)=-\overline{u_n(k)}\;\overline{V^a_{nm}(k)}\;u_m(k),\qquad E_n(Tk)=E_n(k).$$

With all phases equal to one this is $V^a(Tk)=-\overline{V^a(k)}$. The phases are kept because a diagonalisation at each k-point returns eigenvectors with unrelated phases.

## The cancellation between $k$ and $Tk$

Take a finite set of k-points that $T$ maps into itself. At each point, let the energies $E_n$ be real and distinct and the matrices $V^a$ Hermitian. Units have $\hbar=1$ and unit charge. The band velocity is $v^a_n=V^a_{nn}$, which is real because $V^a$ is Hermitian. The polarizability of band $n$ is

$$G^{ab}_n=2\,\mathrm{Re}\sum_{m\neq n}\frac{V^a_{nm}V^b_{mn}}{(E_n-E_m)^3}.$$

It describes how an electric field shifts the Berry connection of the band. Hermiticity gives $V^a_{nm}V^b_{mn}=\overline{V^b_{nm}V^a_{mn}}$, and taking real parts gives $G^{ab}_n=G^{ba}_n$.

The cubic denominator comes from writing position elements in terms of velocity. For $n\neq m$, define $r^a_{nm}$ by $V^a_{nm}=i(E_n-E_m)r^a_{nm}$. Then

$$V^a_{nm}V^b_{mn}=i^2(E_n-E_m)(E_m-E_n)\,r^a_{nm}r^b_{mn}=(E_n-E_m)^2\,r^a_{nm}r^b_{mn},$$

so two of the three powers cancel, leaving $G^{ab}_n=2\,\mathrm{Re}\sum_{m\ne n}r^a_{nm}r^b_{mn}/(E_n-E_m)$.

Under time reversal the two minus signs multiply to one and each phase meets its conjugate:

$$V^a_{nm}(Tk)V^b_{mn}(Tk)=|u_n|^2|u_m|^2\,\overline{V^a_{nm}(k)V^b_{mn}(k)}=\overline{V^a_{nm}(k)V^b_{mn}(k)}.$$

The real part and the energies are unchanged, so $G^{ab}_n(Tk)=G^{ab}_n(k)$. On the diagonal there is only one minus sign, and $v^a_n(Tk)=-v^a_n(k)$.

The intrinsic nonlinear Hall current is second order in the electric field and independent of the scattering time. For an energy weight $w$, the contribution of one k-point to the Hall sum is

$$h(k)=\sum_n w(E_n)\left(v^a_nG^{bc}_n-v^b_nG^{ac}_n\right).$$

Each term has one odd factor, so $h(Tk)=-h(k)$. Because $T$ is an involution, it permutes the k-points, and

$$\sum_k h(k)=\sum_k h(Tk)=-\sum_k h(k).$$

The sum is therefore zero. Spatial inversion gives the same result: it reverses the velocity matrices without conjugating them, so the product $V^a_{nm}V^b_{mn}$ is itself unchanged.

## Bands and symmetries as data

In Lean 4 with Mathlib:

```lean
import Mathlib

open Finset
open scoped ComplexConjugate

namespace NonlinearHall

noncomputable section
```

The types `K`, `ι` and `d` label k-points, bands and directions. The energies and velocity matrices are given data, not derived from a Hamiltonian. The field `nondeg` says that different bands have different energies at the same k-point, which makes every denominator in the polarizability nonzero. It excludes band crossings and Kramers pairs at the sampled points.

```lean
/-- Nondegenerate bands on a set `K` of k-points: energies `E k n` and Hermitian velocity
matrices `V a k` for each direction `a`. -/
structure Bands (K ι d : Type*) where
  E : K → ι → ℝ
  V : d → K → Matrix ι ι ℂ
  nondeg : ∀ k, Function.Injective (E k)
  herm : ∀ a k, (V a k).IsHermitian
```

The field `phase` states $|u_n(k)|^2=1$, and `velocity` is the transformation law above. Nothing requires `T` to be $k\mapsto-k$; any involution with these properties is admitted.

```lean
/-- Time reversal `T` preserves the energies and sends each velocity matrix to minus its complex
conjugate, up to phases `u` of the Bloch states. -/
structure IsTimeReversal {K ι d : Type*} (S : Bands K ι d) (T : K → K) (u : K → ι → ℂ) :
    Prop where
  invol : Function.Involutive T
  phase : ∀ k n, conj (u k n) * u k n = 1
  energy : ∀ k n, S.E (T k) n = S.E k n
  velocity : ∀ a k n m, S.V a (T k) n m = -(conj (u k n) * conj (S.V a k n m) * u k m)
```

Inversion differs only in the missing conjugation of the velocity element.

```lean
/-- Spatial inversion `P` preserves the energies and reverses each velocity matrix, up to
phases `u` of the Bloch states. -/
structure IsInversion {K ι d : Type*} (S : Bands K ι d) (P : K → K) (u : K → ι → ℂ) :
    Prop where
  invol : Function.Involutive P
  phase : ∀ k n, conj (u k n) * u k n = 1
  energy : ∀ k n, S.E (P k) n = S.E k n
  velocity : ∀ a k n m, S.V a (P k) n m = -(conj (u k n) * S.V a k n m * u k m)
```

## Velocity, polarizability and the Hall sum

The band velocity is defined as the real part of a diagonal element, so that it has type `ℝ`.

```lean
variable {K ι d : Type*} [Fintype ι] [DecidableEq ι]

/-- The velocity of band `n` in direction `a`, the diagonal element of the velocity matrix. -/
def bandVelocity {K ι d : Type*} (S : Bands K ι d) (a : d) (k : K) (n : ι) : ℝ :=
  (S.V a k n n).re
```

Taking the real part inside the sum agrees with the formula above because the denominators are real. The set `univ.erase n` contains all bands except $n$.

```lean
/-- The polarizability `G_ab = 2 Re ∑_{m ≠ n} (V_a)_nm (V_b)_mn / (E_n - E_m)³` of band `n`. -/
def polarizability (S : Bands K ι d) (a b : d) (k : K) (n : ι) : ℝ :=
  2 * ∑ m ∈ univ.erase n, (S.V a k n m * S.V b k m n).re / (S.E k n - S.E k m) ^ 3

/-- The contribution of one k-point to the intrinsic nonlinear Hall response, with energy
weight `w`. -/
def hallDensity (S : Bands K ι d) (w : ℝ → ℝ) (a b c : d) (k : K) : ℝ :=
  ∑ n, w (S.E k n) * (bandVelocity S a k n * polarizability S b c k n
    - bandVelocity S b k n * polarizability S a c k n)
```

The total is an unnormalised sum with equal weight at every k-point. In a metal, $w$ is typically proportional to the energy derivative of the Fermi function. The response formula is taken as a definition here. The Berry-curvature-dipole contribution to the nonlinear Hall effect, which time reversal alone does not forbid, is a different quantity.

```lean
/-- The intrinsic nonlinear Hall response, summed over all k-points. -/
def hall [Fintype K] (S : Bands K ι d) (w : ℝ → ℝ) (a b c : d) : ℝ :=
  ∑ k, hallDensity S w a b c k
```

## Real velocities and the position form

Hermiticity at equal indices shows that taking the real part of the diagonal element discarded nothing.

```lean
/-- The diagonal elements of the velocity matrices are real and equal the band velocities. -/
theorem bandVelocity_eq {K ι d : Type*} (S : Bands K ι d) (a : d) (k : K) (n : ι) :
    (bandVelocity S a k n : ℂ) = S.V a k n n :=
  Complex.conj_eq_iff_re.mp ((S.herm a k).apply n n)
```

Symmetry in the two directions is proved term by term: `h` identifies the exchanged product as a complex conjugate, and `Complex.conj_re` removes the conjugation.

```lean
/-- The polarizability is symmetric in its two directions. -/
theorem polarizability_symm (S : Bands K ι d) (a b : d) (k : K) (n : ι) :
    polarizability S a b k n = polarizability S b a k n := by
  unfold polarizability
  congr 1
  refine sum_congr rfl fun m _ => ?_
  -- exchanging the directions conjugates the product of matrix elements
  have h : S.V a k n m * S.V b k m n = conj (S.V b k n m * S.V a k m n) := by
    have h1 : conj (S.V a k m n) = S.V a k n m := (S.herm a k).apply n m
    have h2 : conj (S.V b k n m) = S.V b k m n := (S.herm b k).apply m n
    rw [map_mul, h1, h2, mul_comm]
  rw [h, Complex.conj_re]
```

The next theorem assumes the velocity–position relation `hr` only between different bands, so the diagonal of `r` is irrelevant. Nondegeneracy supplies `hE`, the nonzero energy difference. The `linear_combination` step uses $i^2=-1$ to obtain the squared difference, and the last two lines cancel it against the cube.

```lean
/-- If `r` has the interband position elements fixed by `V_nm = i (E_n - E_m) r_nm`, then
`G_ab = 2 Re ∑_{m ≠ n} (r_a)_nm (r_b)_mn / (E_n - E_m)`. -/
theorem polarizability_eq_position (S : Bands K ι d) (k : K) (r : d → Matrix ι ι ℂ)
    (hr : ∀ a n m, n ≠ m →
      S.V a k n m = Complex.I * ((S.E k n - S.E k m : ℝ) : ℂ) * r a n m)
    (a b : d) (n : ι) :
    polarizability S a b k n =
      2 * ∑ m ∈ univ.erase n, (r a n m * r b m n).re / (S.E k n - S.E k m) := by
  unfold polarizability
  congr 1
  refine sum_congr rfl fun m hm => ?_
  have hmn : m ≠ n := ne_of_mem_erase hm
  have hE : S.E k n - S.E k m ≠ 0 :=
    sub_ne_zero.mpr fun h => hmn (S.nondeg k h).symm
  -- two velocity elements carry two powers of the energy difference
  have h : S.V a k n m * S.V b k m n =
      (((S.E k n - S.E k m) ^ 2 : ℝ) : ℂ) * (r a n m * r b m n) := by
    rw [hr a n m hmn.symm, hr b m n hmn]
    push_cast
    linear_combination
      (-((S.E k n : ℂ) - S.E k m) ^ 2 * r a n m * r b m n) * Complex.I_sq
  rw [h, Complex.re_ofReal_mul, div_eq_div_iff (pow_ne_zero 3 hE) hE]
  ring
```

## Parity and reindexing

In the proof that the polarizability is even, `hV` is the product identity derived above. Its `linear_combination` uses the phase condition once for band $n$ and once for band $m$.

```lean
/-- The polarizability of each band is even under time reversal. -/
theorem polarizability_even {S : Bands K ι d} {T : K → K} {u : K → ι → ℂ}
    (h : IsTimeReversal S T u) (a b : d) (k : K) (n : ι) :
    polarizability S a b (T k) n = polarizability S a b k n := by
  unfold polarizability
  congr 1
  refine sum_congr rfl fun m _ => ?_
  -- the two minus signs and the phases cancel, leaving a complex conjugation
  have hV : S.V a (T k) n m * S.V b (T k) m n = conj (S.V a k n m * S.V b k m n) := by
    rw [h.velocity, h.velocity, map_mul]
    linear_combination
      (conj (S.V a k n m) * conj (S.V b k m n) * (conj (u k m) * u k m)) * h.phase k n
        + (conj (S.V a k n m) * conj (S.V b k m n)) * h.phase k m
  rw [hV, Complex.conj_re, h.energy, h.energy]
```

The cancellation is stated for any involution that preserves energies and polarizabilities and reverses band velocities. The step `hodd` is $h(Tk)=-h(k)$. `Equiv.sum_comp` reindexes the sum by the permutation built from `T`, and `linarith` concludes that a real number equal to its own negative is zero.

```lean
/-- If an involution of the k-points preserves energies and polarizabilities and reverses band
velocities, the intrinsic nonlinear Hall response vanishes. -/
theorem hall_eq_zero_of_odd [Fintype K] (S : Bands K ι d) {T : K → K}
    (hT : Function.Involutive T) (hE : ∀ k n, S.E (T k) n = S.E k n)
    (hv : ∀ a k n, bandVelocity S a (T k) n = -bandVelocity S a k n)
    (hG : ∀ a b k n, polarizability S a b (T k) n = polarizability S a b k n)
    (w : ℝ → ℝ) (a b c : d) : hall S w a b c = 0 := by
  have hodd : ∀ k, hallDensity S w a b c (T k) = -hallDensity S w a b c k := by
    intro k
    unfold hallDensity
    rw [← sum_neg_distrib]
    refine sum_congr rfl fun n _ => ?_
    rw [hE, hv, hv, hG, hG]
    ring
  -- reindexing by the involution shows that the sum equals its own negative
  have hsum : ∑ k, hallDensity S w a b c (T k) = ∑ k, hallDensity S w a b c k :=
    Equiv.sum_comp (Function.Involutive.toPerm T hT) (hallDensity S w a b c)
  simp only [hodd, sum_neg_distrib] at hsum
  unfold hall
  linarith
```

For time reversal, only the sign of the band velocity remains to be checked.

```lean
/-- Time-reversal symmetry forces the intrinsic nonlinear Hall response to vanish for every
energy weight. -/
theorem hall_eq_zero_of_timeReversal [Fintype K] {S : Bands K ι d} {T : K → K}
    {u : K → ι → ℂ} (h : IsTimeReversal S T u) (w : ℝ → ℝ) (a b c : d) :
    hall S w a b c = 0 := by
  refine hall_eq_zero_of_odd S h.invol h.energy (fun a k n => ?_) (polarizability_even h) w a b c
  have hV : S.V a (T k) n n = -conj (S.V a k n n) := by
    rw [h.velocity]
    linear_combination (-conj (S.V a k n n)) * h.phase k n
  rw [bandVelocity, hV, Complex.neg_re, Complex.conj_re, bandVelocity]
```

For inversion, both parities are checked directly, with the phases cancelling as before.

```lean
/-- Inversion symmetry forces the intrinsic nonlinear Hall response to vanish for every
energy weight. -/
theorem hall_eq_zero_of_inversion [Fintype K] {S : Bands K ι d} {P : K → K}
    {u : K → ι → ℂ} (h : IsInversion S P u) (w : ℝ → ℝ) (a b c : d) :
    hall S w a b c = 0 := by
  refine hall_eq_zero_of_odd S h.invol h.energy (fun a k n => ?_) (fun a b k n => ?_) w a b c
  · have hV : S.V a (P k) n n = -S.V a k n n := by
      rw [h.velocity]
      linear_combination (-S.V a k n n) * h.phase k n
    rw [bandVelocity, hV, Complex.neg_re, bandVelocity]
  · unfold polarizability
    congr 1
    refine sum_congr rfl fun m _ => ?_
    have hV : S.V a (P k) n m * S.V b (P k) m n = S.V a k n m * S.V b k m n := by
      rw [h.velocity, h.velocity]
      linear_combination
        (S.V a k n m * S.V b k m n * (conj (u k m) * u k m)) * h.phase k n
          + (S.V a k n m * S.V b k m n) * h.phase k m
    rw [hV, h.energy, h.energy]
```

For independent, nondegenerate bands, these theorems say that the intrinsic sum can be nonzero only if both symmetries are broken on the chosen k-set.

## Two k-points with and without the symmetry

A small model shows what the velocity relation contributes. Two k-points carry bands of energies 0 and 1, with

$$V^0(k)=s(k)\begin{pmatrix}1&0\\0&0\end{pmatrix},\qquad V^1(k)=s(k)\begin{pmatrix}0&1\\1&0\end{pmatrix}.$$

```lean
/-- Two bands with energies 0 and 1 on two k-points; the velocity matrices are `diag(1, 0)` and
the Pauli matrix `σ_x`, scaled by `s k`. -/
def twoBand (s : Bool → ℝ) : Bands Bool (Fin 2) (Fin 2) where
  E := fun _ => ![0, 1]
  V := fun a k => (s k : ℂ) • (![!![1, 0; 0, 0], !![0, 1; 1, 0]] a : Matrix (Fin 2) (Fin 2) ℂ)
  nondeg := by
    intro k i j h
    fin_cases i <;> fin_cases j <;> simp_all
  herm := by
    intro a k
    ext i j
    fin_cases a <;> fin_cases i <;> fin_cases j <;> simp [Matrix.conjTranspose_apply]
```

Take $a=0$ and $b=c=1$. Only the lower band has a nonzero velocity, $v^0=s$, and its polarizability is $G^{11}=2s^2/(0-1)^3=-2s^2$. Hence $h(k)=-2w(0)s(k)^3$. The proof evaluates the same finite sums.

```lean
/-- In the two-band model the (0, 1, 1) Hall density at `k` is `-2 w(0) s(k)³`. -/
theorem twoBand_hallDensity (s : Bool → ℝ) (w : ℝ → ℝ) (k : Bool) :
    hallDensity (twoBand s) w 0 1 1 k = -2 * w 0 * s k ^ 3 := by
  have e0 : (univ : Finset (Fin 2)).erase 0 = {1} := by decide
  have e1 : (univ : Finset (Fin 2)).erase 1 = {0} := by decide
  simp only [hallDensity, bandVelocity, polarizability, Fin.sum_univ_two, e0, e1, sum_singleton]
  simp [twoBand]
  ring
```

If $s$ takes the values $1$ and $-1$, exchanging the two points is both a time reversal and an inversion, with all phases equal to one. The matrices are real, so conjugation has no effect on them. When $w(0)\neq0$, each point contributes a nonzero amount and the two contributions cancel.

```lean
/-- The two-band model with opposite velocities at its two k-points has time-reversal and inversion
symmetry, and its (0, 1, 1) Hall density at the k-point `true` is `-2 w(0)`. -/
theorem symmetry_witness (w : ℝ → ℝ) :
    IsTimeReversal (twoBand fun k => if k then 1 else -1) (fun k => !k) (fun _ _ => 1) ∧
    IsInversion (twoBand fun k => if k then 1 else -1) (fun k => !k) (fun _ _ => 1) ∧
    hallDensity (twoBand fun k => if k then 1 else -1) w 0 1 1 true = -2 * w 0 := by
  refine ⟨⟨fun k => by cases k <;> rfl, by simp, fun _ _ => rfl, ?_⟩,
    ⟨fun k => by cases k <;> rfl, by simp, fun _ _ => rfl, ?_⟩, ?_⟩
  · intro a k n m
    fin_cases a <;> cases k <;> fin_cases n <;> fin_cases m <;> simp [twoBand]
  · intro a k n m
    fin_cases a <;> cases k <;> fin_cases n <;> fin_cases m <;> simp [twoBand]
  · rw [twoBand_hallDensity]
    simp
```

If instead $s=1$ at both points, the exchange still preserves energies and polarizabilities, but the velocities no longer change sign. The contributions add to $-4w(0)$. Dropping the velocity relation while keeping the energy relation therefore allows a nonzero response.

```lean
/-- With equal velocities at its two k-points, the two-band model has the (0, 1, 1) Hall response
`-4 w(0)`. -/
theorem twoBand_hall_equal (w : ℝ → ℝ) :
    hall (twoBand fun _ => 1) w 0 1 1 = -4 * w 0 := by
  simp only [hall, twoBand_hallDensity, Fintype.sum_bool]
  ring

end

end NonlinearHall
```

```lean
#print axioms NonlinearHall.polarizability_eq_position
#print axioms NonlinearHall.hall_eq_zero_of_timeReversal
#print axioms NonlinearHall.hall_eq_zero_of_inversion
#print axioms NonlinearHall.twoBand_hall_equal
```

```
'NonlinearHall.polarizability_eq_position' depends on axioms: [propext, Classical.choice, Quot.sound]
'NonlinearHall.hall_eq_zero_of_timeReversal' depends on axioms: [propext, Classical.choice, Quot.sound]
'NonlinearHall.hall_eq_zero_of_inversion' depends on axioms: [propext, Classical.choice, Quot.sound]
'NonlinearHall.twoBand_hall_equal' depends on axioms: [propext, Classical.choice, Quot.sound]
```

## The sum on a Brillouin-zone mesh

In a band-structure code, the k-set is a mesh and $T$ sends $k$ to $-k$ modulo a reciprocal lattice vector. If the mesh is closed under this map and the computed bands satisfy the hypotheses, the intrinsic sum should vanish up to rounding, whatever phases the eigensolver chose. A time-reversal-symmetric calculation with spinor states fails the nondegeneracy hypothesis at $k=0$, where the bands form Kramers pairs. A shifted mesh that lacks some partners $-k$ can leave a residue that comes from the sampling.

The sign also matters when symmetry is used to reduce the mesh. Keeping one member of each pair $\{k,-k\}$ and doubling its weight is correct for an even integrand. Here the integrand is odd, and the doubling can turn an exact cancellation into a spurious response. In the two-point model with $s=\pm1$, keeping only the point with $s=1$ and doubling its weight would give $-4w(0)$ instead of zero for the component $a=0$, $b=c=1$.
